# If S e₀ = 0, a double similarity transformation decouples the reference exactly when the extended coupled-cluster ket and bra are eigenvectors

Let H be a square complex matrix, the Hamiltonian in a finite orthonormal basis, and let e₀ be the unit vector with index 0. Let S and T be nilpotent matrices of the same size with S e₀ = 0, and let

K = exp(S) exp(−T) H exp(T) exp(−S).

Column 0 and row 0 of K vanish off the diagonal if and only if

r = exp(T) e₀ and l = e₀ᵀ exp(S) exp(−T)

are right and left eigenvectors of H. Their common eigenvalue is then K₀₀.

## Excitations and de-excitations

The unit vector e₀ is the reference determinant. In extended coupled-cluster theory T contains excitations and S de-excitations. In a finite determinant basis repeated excitation or de-excitation eventually gives zero, which is the physics behind nilpotency. The condition S e₀ = 0 says that the reference has nothing to de-excite.

Extended coupled-cluster theory is built on this double transformation. The result says that the off-diagonal entries of column 0 and row 0 of K all vanish exactly when r and l solve the right and left Schrödinger equations in the chosen finite basis.

## From matrix entries to eigenvectors

Write P = exp(S) exp(−T) and Q = exp(T) exp(−S), so that K = P H Q. The inner exponentials cancel in

Q P = exp(T) exp(−S) exp(S) exp(−T) = 1,

and P Q = 1 follows because the matrices are square.

Every term of exp(±S) beyond the identity ends in S on the right, so exp(±S) e₀ = e₀. Hence

Q e₀ = exp(T) e₀ = r,
P r = exp(S) exp(−T) exp(T) e₀ = e₀,
l r = e₀ᵀ P r = 1.

The last line shows that neither r nor l is zero.

For the column, K e₀ = P H r. Since e₀ = P r and P is invertible,

K e₀ = E e₀ ⇔ P H r = E P r ⇔ H r = E r.

For the row, e₀ᵀ K = l H Q. Multiplying by P on the right, or by Q to go back, gives

e₀ᵀ K = F e₀ᵀ ⇔ l H = F l.

Column 0 vanishes off the diagonal exactly when K e₀ = K₀₀ e₀, and row 0 does so exactly when e₀ᵀ K = K₀₀ e₀ᵀ. This proves the equivalence and forces E = F = K₀₀. Without assuming decoupling, one also has

K₀₀ = e₀ᵀ P H r = l H r,

which is the energy functional.

A slip to watch for is carrying exp(S) e₀ = e₀ over to the row and deleting exp(S) from l. The condition S e₀ = 0 does not imply e₀ᵀ S = 0. In the example `two_level_witness` below, where H₀₁ = H₁₀ = 1, S₀₁ = 1/2, T₁₀ = 1 and all other entries are zero, l = (1/2, 1/2) is a left eigenvector, whereas e₀ᵀ exp(−T) = (1, 0) is not.

## The statement in Lean

The type `n` labels the finite basis, `o` is the reference index written 0 above, and `ket o` is e₀. `rightState T o` and `leftState S T o` are r and l. `Decoupled` expresses the vanishing of the off-diagonal entries in the reference column and row. Both eigenvector predicates require a nonzero vector.

The product `ᵥ*` lets a row vector act from the left without complex conjugation. H need not be Hermitian, and `IsNilpotent.exp` is a finite exponential sum.

The theorem takes S and T as given: it does not show that decoupling amplitudes exist for a given H. Nor does it cover truncated equations that set only some of the entries to zero. Several docstrings do not repeat the condition S e₀ = 0; where a theorem needs it, it appears as the hypothesis `h0`.

```lean
import Mathlib

open Matrix

namespace DoubleSimilarityTransformation

noncomputable section

variable {n : Type*} [Fintype n] [DecidableEq n]

/-- The reference determinant, as the unit vector with index `o`. -/
def ket (o : n) : n → ℂ := Pi.single o 1

/-- The doubly transformed Hamiltonian `exp(S) exp(-T) H exp(T) exp(-S)`. -/
def doubleTransform (H S T : Matrix n n ℂ) : Matrix n n ℂ :=
  (IsNilpotent.exp S * IsNilpotent.exp (-T)) * H * (IsNilpotent.exp T * IsNilpotent.exp (-S))

/-- The coupled-cluster ket `exp(T) e₀`. -/
def rightState (T : Matrix n n ℂ) (o : n) : n → ℂ := IsNilpotent.exp T *ᵥ ket o

/-- The extended coupled-cluster bra `e₀ᵀ exp(S) exp(-T)`. -/
def leftState (S T : Matrix n n ℂ) (o : n) : n → ℂ :=
  ket o ᵥ* (IsNilpotent.exp S * IsNilpotent.exp (-T))

/-- Column `o` and row `o` of `K` vanish off the diagonal. -/
def Decoupled (K : Matrix n n ℂ) (o : n) : Prop := ∀ i, i ≠ o → K i o = 0 ∧ K o i = 0

/-- `v` is a nonzero column vector with `H v = E v` for some `E`. -/
def IsRightEigenvector (H : Matrix n n ℂ) (v : n → ℂ) : Prop :=
  v ≠ 0 ∧ ∃ E : ℂ, H *ᵥ v = E • v

/-- `v` is a nonzero row vector with `v H = E v` for some `E`. -/
def IsLeftEigenvector (H : Matrix n n ℂ) (v : n → ℂ) : Prop :=
  v ≠ 0 ∧ ∃ E : ℂ, v ᵥ* H = E • v

private lemma mulVec_ket (K : Matrix n n ℂ) (o i : n) : (K *ᵥ ket o) i = K i o := by
  simp [ket]

private lemma ket_vecMul (K : Matrix n n ℂ) (o i : n) : (ket o ᵥ* K) i = K o i := by
  simp [ket]

private lemma ket_dot (v : n → ℂ) (o : n) : ket o ⬝ᵥ v = v o := by
  simp [ket]

/-- If a nilpotent operator annihilates the reference, its exponential leaves the reference
unchanged. -/
theorem exp_mulVec_ket {S : Matrix n n ℂ} {o : n} (hS : IsNilpotent S)
    (h0 : S *ᵥ ket o = 0) : IsNilpotent.exp S *ᵥ ket o = ket o := by
  obtain ⟨k, hk⟩ := hS
  have hk' : S ^ (k + 1) = 0 := by rw [pow_succ, hk, zero_mul]
  -- every term beyond the identity carries a factor `S` on the right
  have hB : ∃ B : Matrix n n ℂ, IsNilpotent.exp S = 1 + B * S := by
    refine ⟨∑ i ∈ Finset.range k, ((i + 1).factorial : ℚ)⁻¹ • S ^ i, ?_⟩
    rw [IsNilpotent.exp_eq_sum hk', Finset.sum_range_succ', Finset.sum_mul, add_comm]
    simp [pow_succ]
  obtain ⟨B, hB⟩ := hB
  rw [hB, Matrix.add_mulVec, Matrix.one_mulVec, ← Matrix.mulVec_mulVec, h0,
    Matrix.mulVec_zero, add_zero]

private lemma transform_inv {S T : Matrix n n ℂ} (hS : IsNilpotent S) (hT : IsNilpotent T) :
    (IsNilpotent.exp T * IsNilpotent.exp (-S)) *
      (IsNilpotent.exp S * IsNilpotent.exp (-T)) = 1 := by
  calc _ = IsNilpotent.exp T * (IsNilpotent.exp (-S) * IsNilpotent.exp S)
        * IsNilpotent.exp (-T) := by simp only [mul_assoc]
    _ = 1 := by
        rw [IsNilpotent.exp_neg_mul_exp_self hS, mul_one, IsNilpotent.exp_mul_exp_neg_self hT]

private lemma transform_rightState {S T : Matrix n n ℂ} {o : n} (hS : IsNilpotent S)
    (hT : IsNilpotent T) (h0 : S *ᵥ ket o = 0) :
    (IsNilpotent.exp S * IsNilpotent.exp (-T)) *ᵥ rightState T o = ket o := by
  rw [rightState, Matrix.mulVec_mulVec, mul_assoc, IsNilpotent.exp_neg_mul_exp_self hT,
    mul_one, exp_mulVec_ket hS h0]

private lemma doubleTransform_mulVec (H T : Matrix n n ℂ) {S : Matrix n n ℂ} {o : n}
    (hS : IsNilpotent S) (h0 : S *ᵥ ket o = 0) :
    doubleTransform H S T *ᵥ ket o =
      (IsNilpotent.exp S * IsNilpotent.exp (-T)) *ᵥ (H *ᵥ rightState T o) := by
  have h1 : IsNilpotent.exp (-S) *ᵥ ket o = ket o :=
    exp_mulVec_ket hS.neg (by rw [Matrix.neg_mulVec, h0, neg_zero])
  simp only [doubleTransform, rightState, ← Matrix.mulVec_mulVec, h1]

/-- The extended coupled-cluster bra and the coupled-cluster ket have overlap one. -/
theorem left_dot_right {S T : Matrix n n ℂ} {o : n} (hS : IsNilpotent S)
    (hT : IsNilpotent T) (h0 : S *ᵥ ket o = 0) : leftState S T o ⬝ᵥ rightState T o = 1 := by
  rw [leftState, ← Matrix.dotProduct_mulVec, transform_rightState hS hT h0, ket_dot]
  simp [ket]

/-- The reference diagonal entry of the doubly transformed Hamiltonian is the matrix element
of `H` between the extended coupled-cluster bra and the coupled-cluster ket. -/
theorem energy_functional (H T : Matrix n n ℂ) {S : Matrix n n ℂ} {o : n}
    (hS : IsNilpotent S) (h0 : S *ᵥ ket o = 0) :
    doubleTransform H S T o o = leftState S T o ⬝ᵥ (H *ᵥ rightState T o) := by
  rw [leftState, ← Matrix.dotProduct_mulVec, ← doubleTransform_mulVec H T hS h0, ket_dot,
    mulVec_ket]

/-- The reference is a right eigenvector of the doubly transformed Hamiltonian with value `E`
exactly when `exp(T) e₀` satisfies the Schrödinger equation with energy `E`. -/
theorem right_equation_iff (H : Matrix n n ℂ) {S T : Matrix n n ℂ} {o : n}
    (hS : IsNilpotent S) (hT : IsNilpotent T) (h0 : S *ᵥ ket o = 0) (E : ℂ) :
    doubleTransform H S T *ᵥ ket o = E • ket o ↔
      H *ᵥ rightState T o = E • rightState T o := by
  have hr := transform_rightState hS hT h0
  rw [doubleTransform_mulVec H T hS h0]
  constructor
  · intro h
    rw [← hr, ← Matrix.mulVec_smul] at h
    -- undo the invertible transformation
    have h2 := congrArg (fun v => (IsNilpotent.exp T * IsNilpotent.exp (-S)) *ᵥ v) h
    have hc : ∀ v : n → ℂ, (IsNilpotent.exp T * IsNilpotent.exp (-S)) *ᵥ
        ((IsNilpotent.exp S * IsNilpotent.exp (-T)) *ᵥ v) = v := fun v => by
      rw [Matrix.mulVec_mulVec, transform_inv hS hT, Matrix.one_mulVec]
    simpa only [hc] using h2
  · intro h
    rw [h, Matrix.mulVec_smul, hr]

/-- The reference is a left eigenvector of the doubly transformed Hamiltonian with value `E`
exactly when `e₀ᵀ exp(S) exp(-T)` satisfies the left Schrödinger equation with energy `E`. -/
theorem left_equation_iff (H : Matrix n n ℂ) {S T : Matrix n n ℂ} (o : n)
    (hS : IsNilpotent S) (hT : IsNilpotent T) (E : ℂ) :
    ket o ᵥ* doubleTransform H S T = E • ket o ↔
      leftState S T o ᵥ* H = E • leftState S T o := by
  have hBA := transform_inv hS hT
  have hAB := mul_eq_one_comm.mp hBA
  have key : ket o ᵥ* doubleTransform H S T =
      (leftState S T o ᵥ* H) ᵥ* (IsNilpotent.exp T * IsNilpotent.exp (-S)) := by
    simp only [doubleTransform, leftState, Matrix.vecMul_vecMul]
  have hc : ∀ v : n → ℂ, (v ᵥ* (IsNilpotent.exp T * IsNilpotent.exp (-S))) ᵥ*
      (IsNilpotent.exp S * IsNilpotent.exp (-T)) = v := fun v => by
    rw [Matrix.vecMul_vecMul, hBA, Matrix.vecMul_one]
  rw [key]
  constructor
  · intro h
    have h2 := congrArg (fun v => v ᵥ* (IsNilpotent.exp S * IsNilpotent.exp (-T))) h
    simp only [hc, Matrix.smul_vecMul] at h2
    exact h2
  · intro h
    rw [h, Matrix.smul_vecMul, leftState, Matrix.vecMul_vecMul, hAB, Matrix.vecMul_one]

/-- When the reference is decoupled, the coupled-cluster ket and the extended coupled-cluster
bra solve the right and left Schrödinger equations with the same energy `K₀₀`. -/
theorem common_energy (H : Matrix n n ℂ) {S T : Matrix n n ℂ} {o : n}
    (hS : IsNilpotent S) (hT : IsNilpotent T) (h0 : S *ᵥ ket o = 0)
    (h : Decoupled (doubleTransform H S T) o) :
    H *ᵥ rightState T o = doubleTransform H S T o o • rightState T o ∧
      leftState S T o ᵥ* H = doubleTransform H S T o o • leftState S T o := by
  rw [← right_equation_iff H hS hT h0, ← left_equation_iff H o hS hT]
  constructor
  · ext i
    rw [mulVec_ket]
    by_cases hi : i = o
    · subst hi; simp [ket]
    · simp [ket, hi, (h i hi).1]
  · ext i
    rw [ket_vecMul]
    by_cases hi : i = o
    · subst hi; simp [ket]
    · simp [ket, hi, (h i hi).2]

/-- The doubly transformed Hamiltonian decouples the reference in both its column and its row
if and only if `exp(T) e₀` and `e₀ᵀ exp(S) exp(-T)` are right and left eigenvectors of `H`. -/
theorem decoupled_iff_eigenvectors (H : Matrix n n ℂ) {S T : Matrix n n ℂ} {o : n}
    (hS : IsNilpotent S) (hT : IsNilpotent T) (h0 : S *ᵥ ket o = 0) :
    Decoupled (doubleTransform H S T) o ↔
      IsRightEigenvector H (rightState T o) ∧ IsLeftEigenvector H (leftState S T o) := by
  have hlr := left_dot_right hS hT h0
  constructor
  · intro h
    obtain ⟨h1, h2⟩ := common_energy H hS hT h0 h
    -- unit overlap excludes zero vectors
    refine ⟨⟨fun hz => ?_, _, h1⟩, ⟨fun hz => ?_, _, h2⟩⟩ <;>
    · rw [hz] at hlr
      simp at hlr
  · rintro ⟨⟨_, E, hE⟩, ⟨_, F, hF⟩⟩ i hi
    have h1 := congrFun ((right_equation_iff H hS hT h0 E).mpr hE) i
    have h2 := congrFun ((left_equation_iff H o hS hT F).mpr hF) i
    rw [mulVec_ket] at h1
    rw [ket_vecMul] at h2
    exact ⟨by simpa [ket, Pi.single_apply, hi] using h1,
      by simpa [ket, Pi.single_apply, hi] using h2⟩

private lemma exp_of_sq {A : Matrix n n ℂ} (h : A * A = 0) : IsNilpotent.exp A = 1 + A := by
  rw [IsNilpotent.exp_eq_sum (k := 2) (by rw [pow_two, h])]
  simp [Finset.sum_range_succ]

private lemma doubleTransform_of_sq (H : Matrix n n ℂ) {S T : Matrix n n ℂ}
    (hS : S * S = 0) (hT : T * T = 0) :
    doubleTransform H S T = ((1 + S) * (1 + -T)) * H * ((1 + T) * (1 + -S)) := by
  rw [doubleTransform, exp_of_sq hS, exp_of_sq hT, exp_of_sq (A := -S) (by simp [hS]),
    exp_of_sq (A := -T) (by simp [hT])]

/-- For the two-level Hamiltonian with zero diagonal and unit coupling, explicit nonzero nilpotent
`S` and `T` with `S e₀ = 0` bring the doubly transformed Hamiltonian to the form `diag(1, -1)`. -/
theorem two_level_witness :
    IsNilpotent (!![0, 1/2; 0, 0] : Matrix (Fin 2) (Fin 2) ℂ) ∧
    IsNilpotent (!![0, 0; 1, 0] : Matrix (Fin 2) (Fin 2) ℂ) ∧
    (!![0, 1/2; 0, 0] : Matrix (Fin 2) (Fin 2) ℂ) *ᵥ ket 0 = 0 ∧
    doubleTransform !![0, 1; 1, 0] !![0, 1/2; 0, 0] !![0, 0; 1, 0] =
      (!![1, 0; 0, -1] : Matrix (Fin 2) (Fin 2) ℂ) := by
  have hS : (!![0, 1/2; 0, 0] : Matrix (Fin 2) (Fin 2) ℂ) * !![0, 1/2; 0, 0] = 0 := by
    ext i j; fin_cases i <;> fin_cases j <;> simp
  have hT : (!![0, 0; 1, 0] : Matrix (Fin 2) (Fin 2) ℂ) * !![0, 0; 1, 0] = 0 := by
    ext i j; fin_cases i <;> fin_cases j <;> simp
  refine ⟨⟨2, by rw [pow_two, hS]⟩, ⟨2, by rw [pow_two, hT]⟩, ?_, ?_⟩
  · ext i
    rw [mulVec_ket]
    fin_cases i <;> simp
  · rw [doubleTransform_of_sq _ hS hT, Matrix.one_fin_two]
    ext i j
    fin_cases i <;> fin_cases j <;> norm_num [Matrix.mul_apply, Fin.sum_univ_two]

/-- A two-level example with non-Hermitian `H`, nilpotent `S`, `S e₀ ≠ 0` and `T = 0` in which the
reference is decoupled although `exp(T) e₀` is not a right eigenvector of `H`. -/
theorem annihilation_condition_needed :
    IsNilpotent (!![0, 0; 1, 0] : Matrix (Fin 2) (Fin 2) ℂ) ∧
    (!![0, 0; 1, 0] : Matrix (Fin 2) (Fin 2) ℂ) *ᵥ ket 0 ≠ 0 ∧
    Decoupled (doubleTransform (!![0, 0; 1, 1] : Matrix (Fin 2) (Fin 2) ℂ)
      !![0, 0; 1, 0] 0) 0 ∧
    ¬ IsRightEigenvector (!![0, 0; 1, 1] : Matrix (Fin 2) (Fin 2) ℂ) (rightState 0 0) := by
  have hS : (!![0, 0; 1, 0] : Matrix (Fin 2) (Fin 2) ℂ) * !![0, 0; 1, 0] = 0 := by
    ext i j; fin_cases i <;> fin_cases j <;> simp
  refine ⟨⟨2, by rw [pow_two, hS]⟩, fun h => ?_, ?_, ?_⟩
  · have h1 := congrFun h 1
    rw [mulVec_ket] at h1
    simp at h1
  · rw [doubleTransform_of_sq _ hS (mul_zero 0)]
    intro i hi
    fin_cases i
    · exact absurd rfl hi
    · constructor <;> norm_num [Matrix.mul_apply, Fin.sum_univ_succ]
  · rintro ⟨_, E, hE⟩
    rw [rightState, exp_of_sq (mul_zero 0), add_zero, Matrix.one_mulVec] at hE
    have h1 := congrFun hE 1
    rw [mulVec_ket] at h1
    simp [ket] at h1

end

end DoubleSimilarityTransformation
```

```lean
#print axioms DoubleSimilarityTransformation.energy_functional
-- 'DoubleSimilarityTransformation.energy_functional' depends on axioms: [propext, Classical.choice, Quot.sound]
#print axioms DoubleSimilarityTransformation.decoupled_iff_eigenvectors
-- 'DoubleSimilarityTransformation.decoupled_iff_eigenvectors' depends on axioms: [propext, Classical.choice, Quot.sound]
#print axioms DoubleSimilarityTransformation.annihilation_condition_needed
-- 'DoubleSimilarityTransformation.annihilation_condition_needed' depends on axioms: [propext, Classical.choice, Quot.sound]
```

## How the proof follows the algebra

`exp_mulVec_ket` writes exp(S) as `1 + B * S` by splitting off the zeroth term of the sum, then applies S e₀ = 0. `transform_inv` proves Q P = 1, and `transform_rightState` proves P r = e₀. From the latter, `left_dot_right` obtains l r = 1. `doubleTransform_mulVec` proves K e₀ = P H r, from which `energy_functional` gives K₀₀ = l H r.

In `right_equation_iff`, the forward direction applies Q to both sides through `congrArg`. `left_equation_iff` does the same with P on the right; this row equation does not use S e₀ = 0.

`common_energy` turns the vanishing entries into the two vector equations with eigenvalue K₀₀. The main theorem, `decoupled_iff_eigenvectors`, uses the unit overlap to exclude zero vectors. Its converse starts with possibly different eigenvalues and reads off the off-diagonal entries.

In `two_level_witness`, nonzero S and T bring a Hermitian H to diag(1, −1). In `annihilation_condition_needed`, S e₀ ≠ 0 and K is decoupled, yet exp(T) e₀ is not an eigenvector. The H of this second example is not Hermitian, so it is an algebraic counter-example and not a model of a physical two-level system. Both calculations use exp(A) = 1 + A when A² = 0.
